# Squared exciton dipoles on a ring of n ≥ 3 sites whose dipoles (in-plane length 1, axial part h) turn with the ring: n h², n/2 or zero

If a ring-exciton code omits the normalisation \(n^{-1/2}\), every squared dipole comes out multiplied by \(n\). The ratios between the lines stay correct, so a spectrum scaled to its highest peak looks the same as before. The absolute value for any exciton with a nonzero dipole exposes the error.

Number the sites \(j=0,\dots,n-1\) and give them the transition dipoles
\[
d_j=(\cos\theta_j,\ \sin\theta_j,\ h),\qquad \theta_j=p+\frac{2\pi j}{n}.
\]
The in-plane part has length one, which sets the unit of dipole. The real number \(h\) is the component along the ring axis, and \(p\) is the in-plane angle of the dipole at site 0. The exciton with integer label \(k\) has the dipole
\[
D_k=\frac{1}{\sqrt n}\sum_{j=0}^{n-1}e^{2\pi i kj/n}\,d_j .
\]
For \(n\ge 3\),
\[
|D_k|^2=\begin{cases} n h^2 & k\equiv 0 \pmod n,\\ n/2 & k\equiv \pm1 \pmod n,\\ 0 & \text{otherwise.}\end{cases}
\]
With three sites the first two cases already cover every label.

## Checking a Frenkel-exciton code

For a single excitation on a ring of identical sites with cyclically symmetric couplings, the Bloch sums \(n^{-1/2}\sum_j e^{2\pi i kj/n}|j\rangle\), where \(|j\rangle\) is the state with site \(j\) excited, are eigenstates, and the identity gives reference values for the computed dipole strengths. The labels \(1\) and \(-1\) are degenerate when the couplings are real, so a numerical diagonaliser may return any orthonormal mixture of the two. The dipole vectors then depend on the mixture, but each strength is still \(n/2\), because \(D_1\) and \(D_{-1}\) are orthogonal and equally long. If a further label happens to share the energy of \(0\) or \(\pm1\), it can be mixed in as well, and then in general only the sum of the strengths over that level is fixed.

The strengths don't change under \(k\to-k\), so they can't reveal a wrong sign in the Bloch phase. The vectors of the Bloch sums themselves, before any mixing, can:
\[
D_1=\frac{\sqrt n}{2}e^{-ip}(1,i,0),\qquad D_{-1}=\frac{\sqrt n}{2}e^{ip}(1,-i,0).
\]

## From phase sums to dipole strengths

Let \(S_m=\sum_{j=0}^{n-1}e^{2\pi i mj/n}\). If \(n\) divides \(m\), every term is 1 and \(S_m=n\). Otherwise \(z=e^{2\pi i m/n}\) satisfies \(z\ne1\) and \(z^n=1\), so \((1-z)S_m=1-z^n=0\) and \(S_m=0\).

Write the cosine and sine as exponentials and use
\[
e^{2\pi i kj/n}e^{\pm i\theta_j}=e^{\pm ip}e^{2\pi i(k\pm1)j/n}.
\]
With \(u=e^{ip}S_{k+1}\) and \(v=e^{-ip}S_{k-1}\), the components of \(D_k\) are
\[
D_x=\frac{u+v}{2\sqrt n},\qquad D_y=\frac{i(v-u)}{2\sqrt n},\qquad D_z=\frac{hS_k}{\sqrt n}.
\]
The parallelogram identity \(|u+v|^2+|v-u|^2=2|u|^2+2|v|^2\) removes the interference between \(u\) and \(v\):
\[
|D_x|^2+|D_y|^2=\frac{|S_{k+1}|^2+|S_{k-1}|^2}{2n}.
\]
Let \(\delta_m\) be 1 if \(n\) divides \(m\) and 0 otherwise. Then \(|S_m|^2=n^2\delta_m\), and
\[
|D_k|^2=n\left(\frac{\delta_{k+1}+\delta_{k-1}}{2}+h^2\delta_k\right).
\]

The numbers \(k-1,k,k+1\) differ by 1 or 2, and no \(n\ge3\) divides either difference. At most one delta is therefore nonzero, which gives the three cases. For \(k=1\), \(u=0\) and \(v=ne^{-ip}\); for \(k=-1\), \(u=ne^{ip}\) and \(v=0\). Inserting these values gives the two vectors above.

Over \(k=0,\dots,n-1\) each delta equals 1 exactly once, so the strengths add up to \(n(1+h^2)\). For two sites and \(k=1\), both in-plane deltas equal 1 and the strength is 2, twice \(n/2\). A dimer therefore needs its own reference value.

## The Lean file

```lean
import Mathlib

open Complex (I)
open scoped Real

namespace RingExcitonDipole

noncomputable section

/-- The transition dipole of site `j` on a ring of `n` sites, with in-plane angle `p + 2πj/n`
and out-of-plane component `h`. -/
def siteDipole (n : ℕ) (p h : ℝ) (j : ℕ) : Fin 3 → ℝ :=
  ![Real.cos (p + 2 * π * j / n), Real.sin (p + 2 * π * j / n), h]

/-- The transition dipole of the ring exciton with label `k`: the normalised Bloch sum of the
site dipoles. -/
def excitonDipole (n : ℕ) (p h : ℝ) (k : ℤ) : Fin 3 → ℂ := fun a =>
  ((Real.sqrt n : ℝ) : ℂ)⁻¹ *
    ∑ j ∈ Finset.range n, Complex.exp (2 * π * I * k * j / n) * ((siteDipole n p h j a : ℝ) : ℂ)

/-- The squared norm of a complex dipole vector. -/
def dipoleStrength (v : Fin 3 → ℂ) : ℝ := ∑ a, ‖v a‖ ^ 2

/-- The sum of the Bloch phases with label `k` over the ring. -/
def phaseSum (n : ℕ) (k : ℤ) : ℂ :=
  ∑ j ∈ Finset.range n, Complex.exp (2 * π * I * k * j / n)

/-- The Kronecker delta modulo `n`: one if `n` divides `m`, zero otherwise. -/
def ringDelta (n : ℕ) (m : ℤ) : ℝ := if (n : ℤ) ∣ m then 1 else 0

/-- The Bloch phases add up to `n` if `n` divides `k`, and cancel otherwise. -/
theorem phaseSum_eq (n : ℕ) (k : ℤ) :
    phaseSum n k = if (n : ℤ) ∣ k then (n : ℂ) else 0 := by
  rcases Nat.eq_zero_or_pos n with rfl | hn
  · simp [phaseSum]
  have hn' : (n : ℂ) ≠ 0 := by exact_mod_cast hn.ne'
  unfold phaseSum
  split_ifs with hk
  · obtain ⟨c, rfl⟩ := hk
    have h1 : ∀ j ∈ Finset.range n,
        Complex.exp (2 * π * I * (((n : ℤ) * c : ℤ) : ℂ) * j / n) = 1 := by
      intro j _
      rw [Complex.exp_eq_one_iff]
      refine ⟨c * j, ?_⟩
      push_cast
      field_simp
    rw [Finset.sum_congr rfl h1]
    simp
  · -- a geometric series whose ratio is an n-th root of unity other than one
    obtain ⟨z, hz⟩ : ∃ z : ℂ, z = Complex.exp (2 * π * I * k / n) := ⟨_, rfl⟩
    have hpow : z ^ n = 1 := by
      rw [hz, ← Complex.exp_nat_mul, Complex.exp_eq_one_iff]
      refine ⟨k, ?_⟩
      field_simp
    have hne : z ≠ 1 := by
      intro h
      rw [hz, Complex.exp_eq_one_iff] at h
      obtain ⟨c, hc⟩ := h
      rw [div_eq_iff hn'] at hc
      have h3 : (k : ℂ) = n * c := by
        apply mul_left_cancel₀ Complex.two_pi_I_ne_zero
        linear_combination hc
      exact hk ⟨c, by exact_mod_cast h3⟩
    have hs : ∑ j ∈ Finset.range n, Complex.exp (2 * π * I * k * j / n)
        = ∑ j ∈ Finset.range n, z ^ j := by
      refine Finset.sum_congr rfl fun j _ => ?_
      rw [hz, ← Complex.exp_nat_mul]
      congr 1
      ring
    have hg := mul_neg_geom_sum z n
    rw [hpow, sub_self] at hg
    rw [hs]
    exact (mul_eq_zero.mp hg).resolve_left (sub_ne_zero.mpr (Ne.symm hne))

/-- The exciton dipole in terms of phase sums: the in-plane components contain the labels
`k + 1` and `k - 1`, the out-of-plane component the label `k`. -/
theorem excitonDipole_eq (n : ℕ) (p h : ℝ) (k : ℤ) :
    excitonDipole n p h k =
      ![((Real.sqrt n : ℝ) : ℂ)⁻¹ * ((Complex.exp (p * I) * phaseSum n (k + 1)
          + Complex.exp (-(p * I)) * phaseSum n (k - 1)) / 2),
        ((Real.sqrt n : ℝ) : ℂ)⁻¹ * ((Complex.exp (-(p * I)) * phaseSum n (k - 1)
          - Complex.exp (p * I) * phaseSum n (k + 1)) * I / 2),
        ((Real.sqrt n : ℝ) : ℂ)⁻¹ * (h * phaseSum n k)] := by
  -- the rotation of the site dipoles shifts the Bloch label by one
  have e1 : ∀ j : ℕ, Complex.exp (p * I) * Complex.exp (2 * π * I * ((k + 1 : ℤ) : ℂ) * j / n)
      = Complex.exp (2 * π * I * k * j / n) * Complex.exp ((p + 2 * π * j / n) * I) := by
    intro j
    rw [← Complex.exp_add, ← Complex.exp_add]
    congr 1
    push_cast
    ring
  have e2 : ∀ j : ℕ, Complex.exp (-(p * I)) * Complex.exp (2 * π * I * ((k - 1 : ℤ) : ℂ) * j / n)
      = Complex.exp (2 * π * I * k * j / n) * Complex.exp (-(p + 2 * π * j / n) * I) := by
    intro j
    rw [← Complex.exp_add, ← Complex.exp_add]
    congr 1
    push_cast
    ring
  ext a
  fin_cases a
  · refine congrArg (fun z : ℂ => ((Real.sqrt n : ℝ) : ℂ)⁻¹ * z) (?_ :
      ∑ j ∈ Finset.range n, Complex.exp (2 * π * I * k * j / n)
        * ((Real.cos (p + 2 * π * j / n) : ℝ) : ℂ) = _)
    unfold phaseSum
    rw [Finset.mul_sum, Finset.mul_sum, ← Finset.sum_add_distrib, Finset.sum_div]
    refine Finset.sum_congr rfl fun j _ => ?_
    rw [e1 j, e2 j, Complex.ofReal_cos, Complex.cos]
    push_cast
    ring
  · refine congrArg (fun z : ℂ => ((Real.sqrt n : ℝ) : ℂ)⁻¹ * z) (?_ :
      ∑ j ∈ Finset.range n, Complex.exp (2 * π * I * k * j / n)
        * ((Real.sin (p + 2 * π * j / n) : ℝ) : ℂ) = _)
    unfold phaseSum
    rw [Finset.mul_sum, Finset.mul_sum, ← Finset.sum_sub_distrib, Finset.sum_mul, Finset.sum_div]
    refine Finset.sum_congr rfl fun j _ => ?_
    rw [e1 j, e2 j, Complex.ofReal_sin, Complex.sin]
    push_cast
    ring
  · refine congrArg (fun z : ℂ => ((Real.sqrt n : ℝ) : ℂ)⁻¹ * z) (?_ :
      ∑ j ∈ Finset.range n, Complex.exp (2 * π * I * k * j / n) * (h : ℂ) = _)
    unfold phaseSum
    rw [Finset.mul_sum]
    exact Finset.sum_congr rfl fun j _ => mul_comm _ _

/-- The squared norm of the exciton dipole for any ring size and any label. -/
theorem dipoleStrength_eq (n : ℕ) (p h : ℝ) (k : ℤ) :
    dipoleStrength (excitonDipole n p h k) =
      n * ((ringDelta n (k + 1) + ringDelta n (k - 1)) / 2 + h ^ 2 * ringDelta n k) := by
  have hv : ∀ r x y z : ℂ, dipoleStrength ![r * x, r * y, r * z]
      = ‖r‖ ^ 2 * (‖x‖ ^ 2 + ‖y‖ ^ 2 + ‖z‖ ^ 2) := by
    intro r x y z
    simp [dipoleStrength, Fin.sum_univ_three, mul_pow]
    ring
  -- the interference of the two circular components cancels between x and y
  have par : ∀ u v : ℂ, ‖(u + v) / 2‖ ^ 2 + ‖(v - u) * I / 2‖ ^ 2
      = (‖u‖ ^ 2 + ‖v‖ ^ 2) / 2 := by
    intro u v
    have h2 : ‖(2 : ℂ)‖ = 2 := by norm_num
    rw [norm_div, norm_div, norm_mul, Complex.norm_I, h2, mul_one, div_pow, div_pow]
    simp only [Complex.sq_norm, Complex.normSq_apply, Complex.add_re, Complex.add_im,
      Complex.sub_re, Complex.sub_im]
    ring
  have hr : ‖((Real.sqrt n : ℝ) : ℂ)⁻¹‖ ^ 2 = (n : ℝ)⁻¹ := by
    rw [norm_inv, Complex.norm_real, inv_pow, Real.norm_eq_abs, sq_abs,
      Real.sq_sqrt (Nat.cast_nonneg n)]
  have hS : ∀ m : ℤ, ‖phaseSum n m‖ ^ 2 = (n : ℝ) ^ 2 * ringDelta n m := by
    intro m
    rw [phaseSum_eq, ringDelta]
    split_ifs <;> simp
  have hm : ‖Complex.exp (-(p * I))‖ = 1 := by
    have h0 : -((p : ℂ) * I) = ((-p : ℝ) : ℂ) * I := by push_cast; ring
    rw [h0]
    exact Complex.norm_exp_ofReal_mul_I (-p)
  have key := par (Complex.exp (p * I) * phaseSum n (k + 1))
    (Complex.exp (-(p * I)) * phaseSum n (k - 1))
  rw [norm_mul (Complex.exp (p * I)), norm_mul (Complex.exp (-(p * I))),
    Complex.norm_exp_ofReal_mul_I, hm, one_mul, one_mul, hS, hS] at key
  have hq : (n : ℝ)⁻¹ * (n : ℝ) ^ 2 = n := by
    rcases eq_or_ne (n : ℝ) 0 with h0 | h0
    · simp [h0]
    · rw [pow_two, inv_mul_cancel_left₀ h0]
  rw [excitonDipole_eq, hv, hr, key, norm_mul, mul_pow, hS, Complex.norm_real,
    Real.norm_eq_abs, sq_abs]
  linear_combination
    ((ringDelta n (k + 1) + ringDelta n (k - 1)) / 2 + h ^ 2 * ringDelta n k) * hq

/-- Selection rule for a ring of at least three sites: the squared exciton dipole is `n h²` for
`k = 0`, `n / 2` for `k = ±1`, and zero for all other labels, with `k` taken modulo `n`. -/
theorem ring_selection_rule (n : ℕ) (hn : 3 ≤ n) (p h : ℝ) (k : ℤ) :
    ((n : ℤ) ∣ k → dipoleStrength (excitonDipole n p h k) = n * h ^ 2) ∧
    ((n : ℤ) ∣ k - 1 ∨ (n : ℤ) ∣ k + 1 → dipoleStrength (excitonDipole n p h k) = n / 2) ∧
    (¬ (n : ℤ) ∣ k → ¬ (n : ℤ) ∣ k - 1 → ¬ (n : ℤ) ∣ k + 1 →
      dipoleStrength (excitonDipole n p h k) = 0) := by
  -- no two of k - 1, k, k + 1 are divisible by n
  have h1 : ¬ ((n : ℤ) ∣ k ∧ (n : ℤ) ∣ k + 1) := fun ⟨a, b⟩ => by
    have := Int.le_of_dvd (by omega) (dvd_sub b a)
    omega
  have h2 : ¬ ((n : ℤ) ∣ k - 1 ∧ (n : ℤ) ∣ k) := fun ⟨a, b⟩ => by
    have := Int.le_of_dvd (by omega) (dvd_sub b a)
    omega
  have h3 : ¬ ((n : ℤ) ∣ k - 1 ∧ (n : ℤ) ∣ k + 1) := fun ⟨a, b⟩ => by
    have := Int.le_of_dvd (by omega) (dvd_sub b a)
    omega
  rw [dipoleStrength_eq]
  unfold ringDelta
  refine ⟨fun a => ?_, ?_, fun a b c => ?_⟩
  · rw [if_pos a, if_neg fun b => h1 ⟨a, b⟩, if_neg fun b => h2 ⟨b, a⟩]
    ring
  · rintro (a | a)
    · rw [if_pos a, if_neg fun b => h3 ⟨a, b⟩, if_neg fun b => h2 ⟨a, b⟩]
      ring
    · rw [if_pos a, if_neg fun b => h3 ⟨b, a⟩, if_neg fun b => h1 ⟨b, a⟩]
      ring
  · rw [if_neg a, if_neg b, if_neg c]
    ring

/-- For at least three sites the exciton dipoles with `k = 1` and `k = -1` are multiples of the
circular vectors `(1, i, 0)` and `(1, -i, 0)`. -/
theorem circular_polarisation (n : ℕ) (hn : 3 ≤ n) (p h : ℝ) :
    excitonDipole n p h 1
      = (((Real.sqrt n : ℝ) : ℂ) / 2 * Complex.exp (-(p * I))) • ![1, I, 0] ∧
    excitonDipole n p h (-1)
      = (((Real.sqrt n : ℝ) : ℂ) / 2 * Complex.exp (p * I)) • ![1, -I, 0] := by
  have hq : ((Real.sqrt n : ℝ) : ℂ)⁻¹ * (n : ℂ) = ((Real.sqrt n : ℝ) : ℂ) := by
    have h0 : (Real.sqrt n)⁻¹ * (n : ℝ) = Real.sqrt n := by
      rw [inv_mul_eq_div, Real.div_sqrt]
    exact_mod_cast congrArg (fun x : ℝ => (x : ℂ)) h0
  have d1 : ¬ (n : ℤ) ∣ 1 := fun a => by
    have := Int.le_of_dvd (by norm_num) a
    omega
  have d2 : ¬ (n : ℤ) ∣ 2 := fun a => by
    have := Int.le_of_dvd (by norm_num) a
    omega
  have s0 : phaseSum n 0 = n := by rw [phaseSum_eq, if_pos (dvd_zero _)]
  have s1 : phaseSum n 1 = 0 := by rw [phaseSum_eq, if_neg d1]
  have s2 : phaseSum n 2 = 0 := by rw [phaseSum_eq, if_neg d2]
  have t1 : phaseSum n (-1) = 0 := by rw [phaseSum_eq, if_neg fun a => d1 (by simpa using a)]
  have t2 : phaseSum n (-2) = 0 := by
    rw [phaseSum_eq, if_neg fun a => d2 ((dvd_neg (a := (n : ℤ)) (b := 2)).mp a)]
  constructor
  · rw [excitonDipole_eq, show (1 : ℤ) + 1 = 2 by norm_num, show (1 : ℤ) - 1 = 0 by norm_num,
      s0, s1, s2]
    generalize ((Real.sqrt n : ℝ) : ℂ)⁻¹ = r at hq ⊢
    rw [← hq]
    ext a
    fin_cases a <;> simp <;> ring
  · rw [excitonDipole_eq, show (-1 : ℤ) + 1 = 0 by norm_num, show (-1 : ℤ) - 1 = -2 by norm_num,
      s0, t1, t2]
    generalize ((Real.sqrt n : ℝ) : ℂ)⁻¹ = r at hq ⊢
    rw [← hq]
    ext a
    fin_cases a <;> simp <;> ring

/-- Sum rule for at least three sites: the squared dipoles of the `n` ring excitons add up to `n (1
+ h²)`. -/
theorem strength_sum_rule (n : ℕ) (hn : 3 ≤ n) (p h : ℝ) :
    ∑ k ∈ Finset.range n, dipoleStrength (excitonDipole n p h (k : ℤ)) = n * (1 + h ^ 2) := by
  -- each delta is met by exactly one label
  have s1 : ∑ k ∈ Finset.range n, ringDelta n ((k : ℤ) + 1) = 1 := by
    unfold ringDelta
    rw [Finset.sum_eq_single_of_mem (n - 1) (Finset.mem_range.mpr (by omega))]
    · exact if_pos ⟨1, by omega⟩
    · intro k hk hne
      have hk' := Finset.mem_range.mp hk
      exact if_neg fun a => by
        have := Int.le_of_dvd (by omega) a
        omega
  have s2 : ∑ k ∈ Finset.range n, ringDelta n ((k : ℤ) - 1) = 1 := by
    unfold ringDelta
    rw [Finset.sum_eq_single_of_mem 1 (Finset.mem_range.mpr (by omega))]
    · exact if_pos ⟨0, by simp⟩
    · intro k hk hne
      have hk' := Finset.mem_range.mp hk
      refine if_neg fun a => ?_
      rcases Nat.eq_zero_or_pos k with h0 | h0
      · have := Int.le_of_dvd (by omega) ((dvd_neg (a := (n : ℤ))).mpr a)
        omega
      · have := Int.le_of_dvd (by omega) a
        omega
  have s3 : ∑ k ∈ Finset.range n, ringDelta n (k : ℤ) = 1 := by
    unfold ringDelta
    rw [Finset.sum_eq_single_of_mem 0 (Finset.mem_range.mpr (by omega))]
    · exact if_pos ⟨0, by simp⟩
    · intro k hk hne
      have hk' := Finset.mem_range.mp hk
      exact if_neg fun a => by
        have := Int.le_of_dvd (by omega) a
        omega
  simp only [dipoleStrength_eq]
  rw [← Finset.mul_sum, Finset.sum_add_distrib, ← Finset.sum_div, Finset.sum_add_distrib, ← Finset.mul_sum,
    s1, s2, s3]
  ring

/-- For two sites the squared dipole of the `k = 1` exciton is `2`, twice the value `n / 2`. -/
theorem two_site_strength (p h : ℝ) : dipoleStrength (excitonDipole 2 p h 1) = 2 := by
  rw [dipoleStrength_eq]
  norm_num [ringDelta]

end

end RingExcitonDipole
```

```lean
#print axioms RingExcitonDipole.ring_selection_rule
-- 'RingExcitonDipole.ring_selection_rule' depends on axioms: [propext, Classical.choice, Quot.sound]
#print axioms RingExcitonDipole.circular_polarisation
-- 'RingExcitonDipole.circular_polarisation' depends on axioms: [propext, Classical.choice, Quot.sound]
#print axioms RingExcitonDipole.strength_sum_rule
-- 'RingExcitonDipole.strength_sum_rule' depends on axioms: [propext, Classical.choice, Quot.sound]
#print axioms RingExcitonDipole.two_site_strength
-- 'RingExcitonDipole.two_site_strength' depends on axioms: [propext, Classical.choice, Quot.sound]
```

## How the definitions and lemmas correspond

`siteDipole` is \(d_j\), with the indices 0, 1, 2 of `Fin 3` standing for \(x,y,z\), and `excitonDipole` is \(D_k\). The sum over `Finset.range n` runs from 0 to \(n-1\). The label `k` is any integer, and congruence modulo \(n\) is written as divisibility. `dipoleStrength` adds the squared moduli of the three components explicitly, because Mathlib's default norm on `Fin 3 → ℂ` is the largest modulus and not the Euclidean length.

`ring_selection_rule` assumes `3 ≤ n` and states three implications, one for each case of the identity, for all real `p` and `h`.

- `phaseSum_eq` evaluates \(S_m\). `Complex.exp_eq_one_iff` decides when a phase equals 1, and `mul_neg_geom_sum` supplies the geometric series.
- `excitonDipole_eq` gives the three components. Its local facts `e1` and `e2` are the shifts of the label by one.
- `dipoleStrength_eq` is the formula with deltas, valid for every ring size. Inside it, `par` is the parallelogram step and `hS` is \(|S_m|^2=n^2\delta_m\).
- `ring_selection_rule` excludes two simultaneous divisibilities by subtracting them, then evaluates the deltas case by case.
- `circular_polarisation` and `strength_sum_rule` give the vectors and the total, both for `3 ≤ n`. `two_site_strength` is the dimer value.

## Exact arithmetic, ideal geometry, no Hamiltonian

The theorems concern exact real and complex numbers and the Bloch sums as defined. They give no rounding tolerance and say nothing about whether a particular program implements these formulas.

The file contains no Hamiltonian: that the Bloch sums are eigenstates comes from the assumed cyclic symmetry of the couplings, and that \(\pm1\) are degenerate from the couplings also being real. Site disorder, unequal dipole lengths and vibrations lie outside the model. The strengths are squared dipoles; an oscillator strength also needs the transition energy.
